# For n ≥ 1 vertices, the 3ⁿ − 2ⁿ subset subtractions are fewer than the n! contractions exactly when n ≥ 6

Let $n$ be the number of internal vertices in a term of a perturbation expansion. The pairs $(V,S)$, in which $V$ is a set of these vertices and $S$ is a proper subset of $V$, number

$$T_n = 3^n-2^n .$$

If every vertex carries one annihilator and one creator of a single species, as a one-body perturbation does, there are $n!$ complete contractions. For $n\ge 1$,

$$T_n<n! \quad\Longleftrightarrow\quad n\ge 6 .$$

Two variants move the crossover. With one external vertex contracted along with the internal ones, there are $(n+1)!$ contractions, and $T_n$ is smaller at every order. With two spin species contracted separately, as for the Hubbard interaction, there are $(n!)^2$, and for $n\ge1$ the crossover is at $n=3$.

## Subtracting disconnected diagrams at fixed vertices

Some diagrammatic Monte Carlo codes sum all contractions at fixed vertex positions with a determinant and then remove the disconnected diagrams. Let $D(V)$ be the sum of all contractions of the vertices in $V$ together with one external vertex, and let $D_0(W)$ be the sum of all contractions of the vertices in $W$ alone. Let $C(V)$ be the part of $D(V)$ in which every vertex of $V$ is connected to the external one. Sorting the diagrams by the set $S$ of vertices connected to the external vertex gives

$$C(V)=D(V)-\sum_{S\subsetneq V} C(S)\,D_0(V\setminus S).$$

A code that fills the table of $C(V)$ for all subsets $V$ of the $n$ vertices performs one subtraction for each pair $(V,S)$, hence $T_n$ in total. A loop over bitmasks and their proper submasks can be checked against this number: at $n=3$ it must run 19 times.

The count bears on the choice between recursion and explicit enumeration in expansions about a non-interacting reference state, where Wick's theorem applies, and it compares numbers of terms only. With one annihilator and one creator at every vertex, $D(V)$ for all $n$ vertices contains $(n+1)!$ contractions, since the external vertex takes part. Exactly $n!$ of them are connected, because their lines must form a single loop through all $n+1$ vertices. An enumeration that lists only the connected diagrams therefore has $n!$ terms, as many as there are contractions of the internal vertices alone. The number $(n!)^2$ for two spin species counts contractions of the internal vertices and leaves the external one out.

## Counting subsets and comparing with factorials

A set $V$ of $k$ vertices has $2^k$ subsets, and one of them is $V$ itself, so it has $2^k-1$ proper subsets. There are $\binom nk$ sets of size $k$. The binomial theorem gives

$$T_n=\sum_{k=0}^n\binom nk(2^k-1)=(2+1)^n-(1+1)^n=3^n-2^n .$$

The low orders are compared directly:

| $n$ | $3^n-2^n$ | $n!$ | $(n+1)!$ | $(n!)^2$ |
|---|---|---|---|---|
| 0 | 0 | 1 | 1 | 1 |
| 1 | 1 | 1 | 2 | 1 |
| 2 | 5 | 2 | 6 | 4 |
| 3 | 19 | 6 | 24 | 36 |
| 4 | 65 | 24 | 120 | 576 |
| 5 | 211 | 120 | 720 | 14400 |
| 6 | 665 | 720 | 5040 | 518400 |

For the higher orders it is enough to show $3^n<n!$ for $n\ge7$. At $n=7$ this reads $2187<5040$. If it holds at some $m\ge7$, then

$$3^{m+1}=3\cdot3^m<3\,m!\le(m+1)\,m!=(m+1)! .$$

Hence $T_n\le3^n<n!$ from $n=7$ on. Since $n!\le(n+1)!$ and $n!\le(n!)^2$, the same bound settles both variants. At $n=6$ the term $2^n$ decides the matter, because $665<720<729=3^6$.

The smallest case is $n=0$. There are no subtractions and there is one empty contraction, so $T_0=0<1=0!$ although $0<6$. This is why the two equivalences, for $n!$ and for $(n!)^2$, ask for at least one vertex.

In the limit of large $n$,

$$0\le\frac{T_n}{n!}\le\frac{3^n}{n!}\longrightarrow0,$$

because raising $n$ by one multiplies the upper bound by $3/(n+1)$, which is at most $1/2$ once $n\ge5$.

## The counts and comparisons in Lean

```lean
import Mathlib

open Filter Topology

namespace DiagramSubtractionCount

/-- The terms of the subset recursion: a set `V` of interaction vertices together with a
proper subset `S` of `V`. -/
def subtractionTerms (α : Type*) [Fintype α] [DecidableEq α] :
    Finset (Σ _ : Finset α, Finset α) :=
  Finset.univ.sigma fun V => V.ssubsets

/-- A complete contraction for vertices that carry one annihilator and one creator each:
the annihilator at every vertex is paired with the creator at its image. -/
abbrev FullContraction (α : Type*) := Equiv.Perm α

/-- The subtraction terms, together with the `2 ^ n` pairs in which `S` is all of `V`,
number `3 ^ n` on `n` vertices. -/
theorem card_subtractionTerms_add (α : Type*) [Fintype α] [DecidableEq α] :
    (subtractionTerms α).card + 2 ^ Fintype.card α = 3 ^ Fintype.card α := by
  -- a set of k vertices has 2 ^ k subsets, one of which is not proper
  have h1 : ∀ V : Finset α, V.ssubsets.card + 1 = 2 ^ V.card := by
    intro V
    rw [Finset.ssubsets, Finset.card_erase_add_one (Finset.mem_powerset_self V),
      Finset.card_powerset]
  -- the binomial theorem, as a sum over subsets
  have h2 : ∑ V : Finset α, 2 ^ V.card = 3 ^ Fintype.card α := by
    simpa using Fintype.sum_pow_mul_eq_add_pow α (2 : ℕ) 1
  have h3 : ∑ _V : Finset α, 1 = 2 ^ Fintype.card α := by
    simp [Fintype.card_finset]
  calc (subtractionTerms α).card + 2 ^ Fintype.card α
      = ∑ V : Finset α, V.ssubsets.card + ∑ _V : Finset α, 1 := by
        rw [h3, subtractionTerms, Finset.card_sigma]
    _ = ∑ V : Finset α, (V.ssubsets.card + 1) := Finset.sum_add_distrib.symm
    _ = ∑ V : Finset α, 2 ^ V.card := Finset.sum_congr rfl fun V _ => h1 V
    _ = 3 ^ Fintype.card α := h2

/-- On `n` vertices the subset recursion has `3 ^ n - 2 ^ n` subtraction terms. -/
theorem card_subtractionTerms (α : Type*) [Fintype α] [DecidableEq α] :
    (subtractionTerms α).card = 3 ^ Fintype.card α - 2 ^ Fintype.card α :=
  Nat.eq_sub_of_add_eq (card_subtractionTerms_add α)

/-- From order seven on, the factorial exceeds the power of three. -/
theorem three_pow_lt_factorial {n : ℕ} (hn : 7 ≤ n) : 3 ^ n < n.factorial := by
  induction n, hn using Nat.le_induction with
  | base => norm_num [Nat.factorial]
  | succ m hm ih =>
    rw [pow_succ, Nat.factorial_succ]
    nlinarith [Nat.mul_le_mul_right m.factorial hm, Nat.factorial_pos m]

/-- For at least one vertex, the subset recursion has fewer subtraction terms than there are
complete contractions if and only if there are at least six vertices. -/
theorem fewer_terms_than_contractions_iff (α : Type*) [Fintype α] [DecidableEq α]
    (hα : 1 ≤ Fintype.card α) :
    (subtractionTerms α).card < Fintype.card (FullContraction α) ↔ 6 ≤ Fintype.card α := by
  rw [card_subtractionTerms, Fintype.card_perm]
  generalize Fintype.card α = n at hα ⊢
  rcases lt_or_ge n 7 with h | h
  · -- the low orders, one by one
    interval_cases n <;> norm_num [Nat.factorial]
  · exact iff_of_true ((Nat.sub_le _ _).trans_lt (three_pow_lt_factorial h)) (by omega)

/-- If one external vertex is contracted along with the internal ones, the subtraction terms
over the internal vertices are fewer than the complete contractions at every order. -/
theorem fewer_terms_with_external_vertex (α : Type*) [Fintype α] [DecidableEq α] :
    (subtractionTerms α).card < Fintype.card (FullContraction (Option α)) := by
  rw [card_subtractionTerms, Fintype.card_perm, Fintype.card_option]
  generalize Fintype.card α = n
  rcases lt_or_ge n 7 with h | h
  · interval_cases n <;> norm_num [Nat.factorial]
  · exact (Nat.sub_le _ _).trans_lt
      ((three_pow_lt_factorial h).trans_le (Nat.factorial_le (Nat.le_succ n)))

/-- If every vertex carries an annihilator and a creator for each of two spin species, and the
species are contracted separately, then for at least one vertex the subtraction terms are fewer
than the contractions if and only if there are at least three vertices. -/
theorem fewer_terms_two_spins_iff (α : Type*) [Fintype α] [DecidableEq α]
    (hα : 1 ≤ Fintype.card α) :
    (subtractionTerms α).card < Fintype.card (FullContraction α × FullContraction α) ↔
      3 ≤ Fintype.card α := by
  rw [card_subtractionTerms, Fintype.card_prod, Fintype.card_perm]
  generalize Fintype.card α = n at hα ⊢
  rcases lt_or_ge n 7 with h | h
  · interval_cases n <;> norm_num [Nat.factorial]
  · exact iff_of_true ((Nat.sub_le _ _).trans_lt
      ((three_pow_lt_factorial h).trans_le (Nat.le_mul_self _))) (by omega)

/-- The number of subtraction terms divided by the number of complete contractions tends to
zero as the number of vertices grows. -/
theorem tendsto_terms_div_contractions :
    Tendsto (fun n : ℕ => ((subtractionTerms (Fin n)).card : ℝ) /
      (Fintype.card (FullContraction (Fin n)) : ℝ)) atTop (𝓝 0) := by
  -- compare with 3 ^ n / n!, which tends to zero
  refine squeeze_zero (fun n => by positivity) (fun n => ?_)
    (FloorSemiring.tendsto_pow_div_factorial_atTop (3 : ℝ))
  rw [card_subtractionTerms, Fintype.card_perm, Fintype.card_fin]
  have h : ((3 ^ n - 2 ^ n : ℕ) : ℝ) ≤ 3 ^ n := by
    exact_mod_cast Nat.sub_le (3 ^ n) (2 ^ n)
  gcongr

end DiagramSubtractionCount
```

```lean
#print axioms DiagramSubtractionCount.fewer_terms_than_contractions_iff
#print axioms DiagramSubtractionCount.fewer_terms_with_external_vertex
#print axioms DiagramSubtractionCount.fewer_terms_two_spins_iff
#print axioms DiagramSubtractionCount.tendsto_terms_div_contractions
```

```
'DiagramSubtractionCount.fewer_terms_than_contractions_iff' depends on axioms: [propext, Classical.choice, Quot.sound]
'DiagramSubtractionCount.fewer_terms_with_external_vertex' depends on axioms: [propext, Classical.choice, Quot.sound]
'DiagramSubtractionCount.fewer_terms_two_spins_iff' depends on axioms: [propext, Classical.choice, Quot.sound]
'DiagramSubtractionCount.tendsto_terms_div_contractions' depends on axioms: [propext, Classical.choice, Quot.sound]
```

## Which objects the theorems count

The vertices are the elements of a finite type `α`, and `Fintype.card α` is $n$. They are labelled, as they are in a code that has fixed their positions, so no diagrams are identified by symmetry.

`subtractionTerms α` is the finite set of pairs with $V$ first and $S$ second, where $S$ lies in `V.ssubsets`, the proper subsets of $V$. The empty $S$ is included. It stands for the term in which no internal vertex is connected to the external one.

`FullContraction α` is the type of permutations of `α`. A permutation $\pi$ pairs the annihilator at vertex $i$ with the creator at vertex $\pi(i)$. Fixed points are allowed, so a contraction within one vertex counts. `Option α` adds one element to `α`, the external vertex, which also carries one annihilator and one creator. The product `FullContraction α × FullContraction α` holds one permutation for each spin species, as for a Hubbard interaction vertex with one density factor per spin.

Both sides of each comparison are therefore cardinalities of these sets and types, and the formulas $3^n-2^n$ and $n!$ are derived from them. The hypothesis `hα` says that there is at least one vertex.

## From subset sums to the crossover

`card_subtractionTerms_add` proves the count in the form $T_n+2^n=3^n$. Its step `h1` counts the proper subsets of one $V$, `h2` is the binomial theorem written as a sum over subsets, and `h3` counts the sets $V$ themselves. The `calc` block adds one to each summand and puts the three together. `card_subtractionTerms` then moves $2^n$ to the other side. Subtraction of natural numbers in Lean stops at zero, but the additive form shows that nothing is cut off here.

`three_pow_lt_factorial` is the induction from $n=7$. In the successor step, `nlinarith` receives $7\,m!\le m\,m!$ and the positivity of $m!$, and it combines them with the induction hypothesis.

The three comparison theorems share one pattern. They rewrite the cardinalities as formulas, replace `Fintype.card α` by a number `n`, and split at 7. Below 7, `interval_cases` produces the rows of the table and `norm_num` evaluates them. From 7 on, the factorial bound gives the inequality. In the two equivalences `iff_of_true` finishes this branch, since both sides are then true.

`tendsto_terms_div_contractions` takes `Fin n` as the vertex set and squeezes the ratio between zero and $3^n/n!$, whose limit comes from Mathlib.

## Numbers of terms and running time

The theorems fix how many index pairs the recursion visits and how many contractions there are. The recursion for $C(V)$ is the reason for counting these pairs, but the file contains no amplitudes, determinants or propagators, and its correctness is argued above only in words.

Fewer terms need not mean less time. The recursion also needs the values $D(V)$ and $D_0(V)$ for the subsets, each usually obtained from a determinant, and it stores a table with $2^n$ entries. An enumeration of contractions multiplies a number of propagators for each one. The order at which one program overtakes another depends on these costs, and so it may differ from six.

The counts also say nothing about rounding. The subtraction can cancel large numbers against each other, and the loss of digits has to be examined separately.

Finally, the number of contractions depends on the vertex. A two-body vertex with two annihilators and two creators of the same species has more contractions than the $n!$ used here, and its comparison with $T_n$ has to be worked out anew.
